# The retarded triple-dipole energy of an equilateral triangle in reduced frequency

The declaration `energy_scaling` concerns the third-order dispersion energy of three identical atoms at the corners of an equilateral triangle of side R, in a dipole model with retardation. The atoms have a scalar polarizability α at imaginary frequency, in Gaussian units, so that α is a volume. The declaration states that this energy equals ħc/(πR¹⁰) times the integral over x from 0 to ∞ of α(cx/R)³F(x), where F is the explicit function `retardedFactor`. Here c and R are positive, and the integral still depends on R through α. The proof substitutes ξ = cx/R, replaces the trace of the three dipole tensors by F, takes 1/R⁹ out of the integral, and leaves the comparison of the prefactors to `field_simp`.

The first attempt, which Lean rejects:

```lean
import Mathlib

open MeasureTheory Filter Topology Matrix Set

namespace EnergyScaling

noncomputable section

/-- The retarded dipole tensor, without its factor `1/R³`, for a pair with unit vector `e` at
reduced imaginary frequency `x = ξR/c`. -/
def retardedTensor (x : ℝ) (e : Fin 3 → ℝ) : Matrix (Fin 3) (Fin 3) ℝ :=
  Real.exp (-x) • ((1 + x + x ^ 2) • (1 - vecMulVec e e) - (2 * (1 + x)) • vecMulVec e e)

/-- Three unit vectors along the sides of an equilateral triangle, traversed in one sense. -/
structure IsEquilateral (e f g : Fin 3 → ℝ) : Prop where
  unit_e : e ⬝ᵥ e = 1
  unit_f : f ⬝ᵥ f = 1
  unit_g : g ⬝ᵥ g = 1
  closed : e + f + g = 0

/-- The retarded three-body factor of the equilateral triangle as an explicit function of `x`. -/
def retardedFactor (x : ℝ) : ℝ :=
  Real.exp (-(3 * x)) *
    (33 + 99 * x + 120 * x ^ 2 + 75 * x ^ 3 + 24 * x ^ 4 + 3 * x ^ 5 + 7 * x ^ 6) / 8

/-- The third-order dispersion energy of three identical atoms with side unit vectors `e, f, g`
and common side `R > 0`, for light speed `c > 0`; `α ξ` is the polarizability at imaginary
frequency `iξ`. -/
def tripleDipoleEnergy (hbar c : ℝ) (α : ℝ → ℝ) (e f g : Fin 3 → ℝ) (R : ℝ) : ℝ :=
  hbar / Real.pi * ∫ ξ in Ioi (0 : ℝ), α ξ ^ 3 *
    trace (retardedTensor (ξ * R / c) e * retardedTensor (ξ * R / c) f *
      retardedTensor (ξ * R / c) g) / R ^ 9

/-- The trace of a product of three uniaxial tensors, written in terms of their coefficients and the
scalar products of their axes. -/
theorem trace_uniaxial (a b c k l m : ℝ) (e f g : Fin 3 → ℝ) :
    trace ((a • (1 : Matrix (Fin 3) (Fin 3) ℝ) - k • vecMulVec e e) *
      (b • (1 : Matrix (Fin 3) (Fin 3) ℝ) - l • vecMulVec f f) *
      (c • (1 : Matrix (Fin 3) (Fin 3) ℝ) - m • vecMulVec g g)) =
    3 * a * b * c - (k * b * c * (e ⬝ᵥ e) + a * l * c * (f ⬝ᵥ f) + a * b * m * (g ⬝ᵥ g))
      + k * l * c * (e ⬝ᵥ f) ^ 2 + a * l * m * (f ⬝ᵥ g) ^ 2 + k * b * m * (g ⬝ᵥ e) ^ 2
      - k * l * m * ((e ⬝ᵥ f) * (f ⬝ᵥ g) * (g ⬝ᵥ e)) := by
  simp [Matrix.trace, Matrix.mul_apply, Fin.sum_univ_three, vecMulVec_apply,
    Matrix.one_apply, dotProduct]
  ring

/-- The retarded tensor is an isotropic part minus a part along the pair axis. -/
theorem retardedTensor_eq (x : ℝ) (e : Fin 3 → ℝ) :
    retardedTensor x e = (Real.exp (-x) * (1 + x + x ^ 2)) • (1 : Matrix (Fin 3) (Fin 3) ℝ)
      - (Real.exp (-x) * (3 + 3 * x + x ^ 2)) • vecMulVec e e := by
  unfold retardedTensor
  module

/-- For an equilateral triangle the trace of the product of the three retarded tensors is
`retardedFactor`. -/
theorem trace_equilateral {e f g : Fin 3 → ℝ} (h : IsEquilateral e f g) (x : ℝ) :
    trace (retardedTensor x e * retardedTensor x f * retardedTensor x g) =
      retardedFactor x := by
  have h1 : e ⬝ᵥ (e + f + g) = 0 := by rw [h.closed, dotProduct_zero]
  have h2 : f ⬝ᵥ (e + f + g) = 0 := by rw [h.closed, dotProduct_zero]
  have h3 : g ⬝ᵥ (e + f + g) = 0 := by rw [h.closed, dotProduct_zero]
  simp only [dotProduct_add, h.unit_e, h.unit_f, h.unit_g] at h1 h2 h3
  rw [dotProduct_comm e g] at h1
  rw [dotProduct_comm f e] at h2
  rw [dotProduct_comm g f] at h3
  have p : e ⬝ᵥ f = -1 / 2 := by linarith
  have q : f ⬝ᵥ g = -1 / 2 := by linarith
  have r : g ⬝ᵥ e = -1 / 2 := by linarith
  have hexp : Real.exp (-(3 * x)) = Real.exp (-x) ^ 3 := by
    rw [← Real.exp_nat_mul]
    congr 1
    push_cast
    ring
  simp only [retardedTensor_eq, trace_uniaxial, h.unit_e, h.unit_f, h.unit_g, p, q, r,
    retardedFactor, hexp]
  ring

/-- In the reduced frequency `x = ξR/c` the energy of an equilateral triangle carries the
prefactor `1/R¹⁰`, for positive `c` and `R`. -/
theorem energy_scaling {e f g : Fin 3 → ℝ} (h : IsEquilateral e f g) (hbar : ℝ) {c R : ℝ}
    (hc : 0 < c) (hR : 0 < R) (α : ℝ → ℝ) :
    tripleDipoleEnergy hbar c α e f g R = hbar * c / (Real.pi * R ^ 10) *
      ∫ x in Ioi (0 : ℝ), α (c / R * x) ^ 3 * retardedFactor x := by
  have hs := integral_comp_mul_left_Ioi
    (fun ξ => α ξ ^ 3 * retardedFactor (ξ * R / c)) 0 (div_pos hc hR)
  have hx : ∀ x : ℝ, c / R * x * R / c = x := by
    intro x
    field_simp
  simp only [hx, mul_zero, smul_eq_mul] at hs
  rw [hs]
  simp only [tripleDipoleEnergy, trace_equilateral h]
  rw [integral_div]
  field_simp

end

end EnergyScaling
```

The compiler's answer:

```
Main.lean:83:66: error: unsolved goals
e f g : Fin 3 → ℝ
h : IsEquilateral e f g
hbar c R : ℝ
hc : 0 < c
hR : 0 < R
α : ℝ → ℝ
hx : ∀ (x : ℝ), c / R * x * R / c = x
hs :
  ∫ (x : ℝ) in Ioi 0, α (c / R * x) ^ 3 * retardedFactor x =
    (c / R)⁻¹ * ∫ (x : ℝ) in Ioi 0, α x ^ 3 * retardedFactor (x * R / c)
⊢ hbar * ∫ (a : ℝ) in Ioi 0, α a ^ 3 * retardedFactor (a * R / c) =
    hbar * ∫ (x : ℝ) in Ioi 0, α x ^ 3 * retardedFactor (R * x / c)
```

Cause. The message says that a goal is left when the proof ends. In it the prefactors have already been reduced to `hbar` on both sides, and what remains is an equation between two integrals. They differ only in the argument of `retardedFactor`, which is `a * R / c` on the left and `R * x / c` on the right; the names of the bound variables don't matter. In `hs`, which supplied the right-hand integral, the argument is still `x * R / c`, so it was `field_simp` that reordered the product, under the integral sign and on one side only. The two integrals, equal in value, then no longer matched as written, and `field_simp` did not close the goal.

The added `generalize` line replaces the integral by a single real number `I` on both sides, while the two still agree. `field_simp` then has no integrand to rewrite, and it proves the remaining identity between the prefactors.

As a diff, the version that Lean accepts:

```diff
@@ -91,4 +91,5 @@
   simp only [tripleDipoleEnergy, trace_equilateral h]
   rw [integral_div]
+  generalize (∫ x in Ioi (0 : ℝ), α x ^ 3 * retardedFactor (x * R / c)) = I
   field_simp
 
```
